# Isotropic double-commutator relaxation damps all three spin components at one rate

A: Take Hermitian $n\times n$ matrices $J_0,J_1,J_2$ with $[J_0,J_1]=iJ_2$ and its cyclic images, and let
$$D(r)=-\tfrac12\sum_{i}[J_i,[J_i,r]].$$
For every complex $n\times n$ matrix $r$, $\operatorname{tr}D(r)=0$ and $\operatorname{tr}(J_kD(r))=-\operatorname{tr}(J_kr)$. Moreover $\operatorname{tr}(r^\dagger D(r))$ is real and at most zero, and it vanishes exactly when $r$ commutes with all three $J_i$. If $\dot r=\gamma D(r)$, each $\operatorname{tr}(J_kr)$ therefore evolves as $e^{-\gamma t}$.

Q: I know that equation from spins in a noisy field. What is a spin in your file, and where is the noise?

A: A spin is a family `J : Fin 3 → Matrix n n ℂ`, where `n` is any finite index type. The indices 0, 1, 2 stand for $x,y,z$, and $\hbar=1$. Neither the spin quantum number nor irreducibility is fixed, so $J$ may be the total spin of several particles.

In Lean 4 with Mathlib:

```lean
import Mathlib

open scoped Matrix

namespace IsotropicSpinRelaxation

noncomputable section

variable {n : Type*} [Fintype n]

/-- The commutator `[A, B] = AB - BA` of two matrices. -/
def bracket (A B : Matrix n n ℂ) : Matrix n n ℂ := A * B - B * A
```

The structure `IsSpin` collects the assumptions: `herm` says that the components are observables, and `xy`, `yz`, `zx` are the angular momentum relations.

```lean
/-- Three Hermitian matrices obeying the cyclic angular momentum relations (with `ħ = 1`). -/
structure IsSpin (J : Fin 3 → Matrix n n ℂ) : Prop where
  herm : ∀ i, (J i).IsHermitian
  xy : bracket (J 0) (J 1) = Complex.I • J 2
  yz : bracket (J 1) (J 2) = Complex.I • J 0
  zx : bracket (J 2) (J 0) = Complex.I • J 1
```

The noise itself is absent. The operator `relax` is postulated; it stands for the averaged effect of a Gaussian white-noise field with zero mean and three independent, equally strong components, and $\gamma$ measures the strength of that field.

```lean
/-- The relaxation operator `D(r) = -(1/2) ∑ [Jᵢ, [Jᵢ, r]]`. -/
def relax (J : Fin 3 → Matrix n n ℂ) (r : Matrix n n ℂ) : Matrix n n ℂ :=
  (-(1 / 2) : ℂ) • ∑ i, bracket (J i) (bracket (J i) r)
```

Q: So there is no Hamiltonian and no temperature.

A: Neither. The model has no precession, no separate longitudinal and transverse times, and no drift towards a thermal polarisation. Within those limits, and in finite dimension, it gives simulations of spin relaxation a reference curve: the polarisation must follow $e^{-\gamma t}$ whatever the size of the spin.

Q: Your $r$ isn't even a density matrix. How is $\operatorname{tr}(J_kr)$ a spin component?

A: If $r$ is a density matrix, that is, positive semidefinite with $\operatorname{tr}r=1$, it is the expectation value. For an unnormalised state with nonzero trace, divide by $\operatorname{tr}r$, which the relaxation leaves alone because $\operatorname{tr}D(r)=0$.

The other way to model this would make $r$ positive with unit trace by type. The statement would then be narrower, leaving out coherence blocks and differences of two states, and $D(r)$, being traceless, would fall outside the type. In return, $r^\dagger=r$, and the sign statement would read directly as one about purity: $\frac{d}{dt}\operatorname{tr}r^2=2\gamma\operatorname{tr}(rD(r))\le0$ for $\gamma\ge0$. That reading is a short calculation of mine from the inequality, with no theorem of its own in the file.

For general $r$, size is measured by the squared Hilbert–Schmidt norm $\|X\|^2=\sum_{a,b}|X_{ab}|^2$, written out entry by entry.

```lean
/-- The squared Hilbert–Schmidt norm, the sum of the squared moduli of all entries. -/
def hsNormSq (X : Matrix n n ℂ) : ℝ := ∑ a, ∑ b, ‖X a b‖ ^ 2
```

Q: Then derive the rate for me. Why exactly one?

A: Start by moving a commutator under the trace:
$$\operatorname{tr}(A[B,C])=\operatorname{tr}(ABC)-\operatorname{tr}(ACB)=\operatorname{tr}(ABC)-\operatorname{tr}(BAC)=\operatorname{tr}([A,B]C).$$

```lean
/-- Under the trace a commutator can be moved from one factor to the other. -/
theorem trace_mul_bracket (A B C : Matrix n n ℂ) :
    (A * bracket B C).trace = (bracket A B * C).trace := by
  simp only [bracket, mul_sub, sub_mul, Matrix.trace_sub]
  rw [← mul_assoc, ← mul_assoc, Matrix.trace_mul_comm (A * C) B, ← mul_assoc]
```

The proof turns on the Mathlib lemma used here, `Matrix.trace_mul_comm`, which says $\operatorname{tr}(XY)=\operatorname{tr}(YX)$. It swaps two factors only, so a product of three must first be bracketed as two. The uses of `mul_assoc` move the parentheses, and the explicit arguments `(A * C) B` tell the lemma to treat $AC$ as one block and carry $B$ round to the front. Both the decay rate and the sign of $\operatorname{tr}(r^\dagger D(r))$ rest on this one exchange.

Next, let the double commutators act on a component of the spin itself. For $k=0$,
$$[J_0,[J_0,J_0]]=0,$$
$$[J_1,[J_1,J_0]]=[J_1,-iJ_2]=-i\,(iJ_0)=J_0,$$
$$[J_2,[J_2,J_0]]=[J_2,iJ_1]=i\,(-iJ_0)=J_0.$$
The sum is $2J_0$. Relabelling cyclically gives $\sum_i[J_i,[J_i,J_k]]=2J_k$ for every $k$.

```lean
/-- The double commutators of a spin with its own component `J k` add up to `2 J k`. -/
theorem sum_bracket_bracket {J : Fin 3 → Matrix n n ℂ} (hJ : IsSpin J) (k : Fin 3) :
    ∑ i, bracket (J i) (bracket (J i) (J k)) = (2 : ℂ) • J k := by
  -- the computation for one component; the others follow by cyclic permutation
  have aux : ∀ A B C : Matrix n n ℂ, bracket A B = Complex.I • C →
      bracket B C = Complex.I • A → bracket C A = Complex.I • B →
      bracket A (bracket A A) + bracket B (bracket B A) + bracket C (bracket C A)
        = (2 : ℂ) • A := by
    intro A B C hAB hBC hCA
    have swap : ∀ X Y : Matrix n n ℂ, bracket X Y = -bracket Y X := by
      intro X Y
      simp only [bracket, neg_sub]
    have pull : ∀ (c : ℂ) (X Y : Matrix n n ℂ), bracket X (c • Y) = c • bracket X Y := by
      intro c X Y
      simp only [bracket, Matrix.mul_smul, Matrix.smul_mul, smul_sub]
    have hAA : bracket A (bracket A A) = 0 := by simp [bracket]
    have hBA : bracket B (bracket B A) = A := by
      rw [swap B A, hAB, ← neg_smul, pull, hBC, smul_smul, neg_mul, Complex.I_mul_I,
        neg_neg, one_smul]
    have hCC : bracket C (bracket C A) = A := by
      rw [hCA, pull, swap C B, hBC, ← neg_smul, smul_smul, mul_neg, Complex.I_mul_I,
        neg_neg, one_smul]
    rw [hAA, hBA, hCC, zero_add, two_smul]
  have h0 := aux (J 0) (J 1) (J 2) hJ.xy hJ.yz hJ.zx
  have h1 : bracket (J 0) (bracket (J 0) (J 1)) + bracket (J 1) (bracket (J 1) (J 1))
      + bracket (J 2) (bracket (J 2) (J 1)) = (2 : ℂ) • J 1 := by
    rw [← aux (J 1) (J 2) (J 0) hJ.yz hJ.zx hJ.xy]
    abel
  have h2 : bracket (J 0) (bracket (J 0) (J 2)) + bracket (J 1) (bracket (J 1) (J 2))
      + bracket (J 2) (bracket (J 2) (J 2)) = (2 : ℂ) • J 2 := by
    rw [← aux (J 2) (J 0) (J 1) hJ.zx hJ.xy hJ.yz]
    abel
  rw [Fin.sum_univ_three]
  fin_cases k
  exacts [h0, h1, h2]
```

In the code, `aux` is this calculation for three matrices $A,B,C$ in cyclic order, and `h0`, `h1`, `h2` apply it to the three starting points.

Now use the exchange twice:
$$\operatorname{tr}(J_k[J_i,[J_i,r]])=\operatorname{tr}([J_k,J_i][J_i,r])=\operatorname{tr}([[J_k,J_i],J_i]\,r)=\operatorname{tr}([J_i,[J_i,J_k]]\,r).$$
The last step reverses two commutators, and the two signs cancel. Summing over $i$ and multiplying by $-\tfrac12$ gives
$$\operatorname{tr}(J_kD(r))=-\tfrac12\operatorname{tr}(2J_kr)=-\operatorname{tr}(J_kr).$$

```lean
/-- For a spin `J`, relaxation acts on each component `tr(J k r)` as multiplication by `-1`. -/
theorem trace_spin_relax {J : Fin 3 → Matrix n n ℂ} (hJ : IsSpin J) (k : Fin 3)
    (r : Matrix n n ℂ) : (J k * relax J r).trace = -(J k * r).trace := by
  -- both commutators are moved from the state onto `J k`
  have h : ∀ i, (J k * bracket (J i) (bracket (J i) r)).trace
      = (bracket (J i) (bracket (J i) (J k)) * r).trace := by
    intro i
    rw [trace_mul_bracket, trace_mul_bracket]
    congr 2
    simp only [bracket, mul_sub, sub_mul, mul_assoc]
    abel
  rw [relax, Matrix.mul_smul, Matrix.trace_smul, Finset.mul_sum, Matrix.trace_sum]
  simp only [h]
  rw [← Matrix.trace_sum, ← Finset.sum_mul, sum_bracket_bracket hJ, Matrix.smul_mul,
    Matrix.trace_smul, smul_eq_mul, smul_eq_mul]
  ring
```

Q: Hermiticity hasn't appeared yet.

A: The rate needs only the commutation relations. Hermiticity enters with the sign. Since $J_i^\dagger=J_i$,
$$[J_i,r]^\dagger=r^\dagger J_i-J_ir^\dagger=[r^\dagger,J_i],$$
and one more exchange gives
$$\operatorname{tr}(r^\dagger[J_i,[J_i,r]])=\operatorname{tr}([r^\dagger,J_i][J_i,r])=\operatorname{tr}([J_i,r]^\dagger[J_i,r])=\|[J_i,r]\|^2.$$
Hence $\operatorname{tr}(r^\dagger D(r))=-\tfrac12\sum_i\|[J_i,r]\|^2$. The lemma for this assumes Hermitian matrices and no commutation relations. Inside it, `hs` identifies $\operatorname{tr}(X^\dagger X)$ with the sum of squares, and `e` is the adjoint formula.

```lean
/-- For Hermitian `Jᵢ`, `tr(r* D(r))` is minus half the sum of the squared Hilbert–Schmidt
norms of the commutators `[Jᵢ, r]`. -/
theorem trace_star_relax {J : Fin 3 → Matrix n n ℂ} (hJ : ∀ i, (J i).IsHermitian)
    (r : Matrix n n ℂ) :
    (rᴴ * relax J r).trace = ((-(1 / 2) * ∑ i, hsNormSq (bracket (J i) r) : ℝ) : ℂ) := by
  have hs : ∀ X : Matrix n n ℂ, (Xᴴ * X).trace = (hsNormSq X : ℂ) := by
    intro X
    simp only [hsNormSq, Matrix.trace, Matrix.diag_apply, Matrix.mul_apply,
      Matrix.conjTranspose_apply, Complex.ofReal_sum, Complex.ofReal_pow]
    rw [Finset.sum_comm]
    exact Finset.sum_congr rfl fun a _ => Finset.sum_congr rfl fun b _ =>
      Complex.conj_mul' (X a b)
  have h : ∀ i, (rᴴ * bracket (J i) (bracket (J i) r)).trace
      = (hsNormSq (bracket (J i) r) : ℂ) := by
    intro i
    have e : (bracket (J i) r)ᴴ = bracket rᴴ (J i) := by
      simp only [bracket, Matrix.conjTranspose_sub, Matrix.conjTranspose_mul, (hJ i).eq]
    rw [trace_mul_bracket, ← e, hs]
  rw [relax, Matrix.mul_smul, Matrix.trace_smul, Finset.mul_sum, Matrix.trace_sum]
  simp only [h, smul_eq_mul, Complex.ofReal_mul, Complex.ofReal_sum, Complex.ofReal_neg,
    Complex.ofReal_div, Complex.ofReal_one, Complex.ofReal_ofNat]
```

Q: And the main theorem says precisely what you claimed at the start?

A: It is a conjunction of five statements: the trace is zero; $\operatorname{tr}(J_kD(r))=-\operatorname{tr}(J_kr)$ for each $k$; the imaginary part of $\operatorname{tr}(r^\dagger D(r))$ is zero; its real part is at most zero; and the whole trace is zero if and only if `J i * r = r * J i` for all `i`.

The first holds because $\operatorname{tr}(AB)-\operatorname{tr}(BA)=0$ and $D(r)$ is a combination of commutators. The second is the rate just derived. The others are read off from the sum of squares. For equality, a vanishing sum of nonnegative terms makes each term vanish; the proof applies this first to the sum over $i$, then to the rows and columns, until every entry of $[J_i,r]$ is zero. Conversely, if $r$ commutes with all $J_i$, every term is zero.

```lean
/-- For a spin `J` and any matrix `r`, `D(r)` has trace zero, `tr(J k D(r)) = -tr(J k r)` for each
`k`, and `tr(r* D(r))` is real and at most zero, with zero exactly when `r` commutes with all `Jᵢ`.
-/
theorem spin_relaxation {J : Fin 3 → Matrix n n ℂ} (hJ : IsSpin J) (r : Matrix n n ℂ) :
    (relax J r).trace = 0 ∧
    (∀ k, (J k * relax J r).trace = -(J k * r).trace) ∧
    (rᴴ * relax J r).trace.im = 0 ∧
    (rᴴ * relax J r).trace.re ≤ 0 ∧
    ((rᴴ * relax J r).trace = 0 ↔ ∀ i, J i * r = r * J i) := by
  have tr0 : ∀ A B : Matrix n n ℂ, (bracket A B).trace = 0 := by
    intro A B
    rw [bracket, Matrix.trace_sub, Matrix.trace_mul_comm A B, sub_self]
  have pos : ∀ X : Matrix n n ℂ, 0 ≤ hsNormSq X := by
    intro X
    unfold hsNormSq
    positivity
  have hsum : 0 ≤ ∑ i, hsNormSq (bracket (J i) r) := Finset.sum_nonneg fun i _ => pos _
  refine ⟨?_, fun k => trace_spin_relax hJ k r, ?_, ?_, ?_⟩
  · simp [relax, Matrix.trace_smul, Matrix.trace_sum, tr0]
  · rw [trace_star_relax hJ.herm, Complex.ofReal_im]
  · rw [trace_star_relax hJ.herm, Complex.ofReal_re]
    linarith
  · rw [trace_star_relax hJ.herm, Complex.ofReal_eq_zero]
    constructor
    · -- a vanishing sum of squares forces every entry of every commutator to vanish
      intro h i
      have h0 : ∑ i, hsNormSq (bracket (J i) r) = 0 := by linarith
      have h1 := (Finset.sum_eq_zero_iff_of_nonneg (fun i _ => pos _)).1 h0 i
        (Finset.mem_univ i)
      unfold hsNormSq at h1
      have h2 : bracket (J i) r = 0 := by
        ext a b
        have h3 := (Finset.sum_eq_zero_iff_of_nonneg (fun a _ => by positivity)).1 h1 a
          (Finset.mem_univ a)
        have h4 := (Finset.sum_eq_zero_iff_of_nonneg (fun b _ => by positivity)).1 h3 b
          (Finset.mem_univ b)
        simpa using h4
      exact sub_eq_zero.1 h2
    · intro h
      simp [bracket, hsNormSq, h]
```

Q: A vanishing trace is weaker than $D(r)=0$. What are the stationary states?

A: Here the two conditions agree. If $D(r)=0$, then $\operatorname{tr}(r^\dagger D(r))=0$, so $r$ commutes with every $J_i$. If $r$ commutes with every $J_i$, the inner commutators vanish and $D(r)=0$.

```lean
/-- For a spin `J`, a matrix is stationary under relaxation exactly when it commutes with
all `Jᵢ`. -/
theorem relax_eq_zero_iff {J : Fin 3 → Matrix n n ℂ} (hJ : IsSpin J) (r : Matrix n n ℂ) :
    relax J r = 0 ↔ ∀ i, J i * r = r * J i := by
  constructor
  · intro h
    apply (spin_relaxation hJ r).2.2.2.2.1
    rw [h, mul_zero, Matrix.trace_zero]
  · intro h
    simp [relax, bracket, h]
```

For an irreducible spin, Schur's lemma leaves only multiples of the identity, the unpolarised state. For two spins-1/2 with $J$ their total spin, the singlet projector is stationary as well, because it commutes with the total spin. Here both spins feel the same noise field; with an independent field on each, the singlet would decay.

Q: So far this is algebra at one instant. Where is the decay in time?

A: Put $m_k(t)=\operatorname{tr}(J_kr(t))$. If $\dot r=\gamma D(r)$, then
$$\dot m_k=\gamma\operatorname{tr}(J_kD(r))=-\gamma m_k,$$
$$\frac{d}{dt}\left(e^{\gamma t}m_k\right)=\gamma e^{\gamma t}m_k-\gamma e^{\gamma t}m_k=0.$$
So $e^{\gamma t}m_k(t)=m_k(0)$, and $m_k(t)=e^{-\gamma t}m_k(0)$.

The hypothesis `hr` states the equation of motion for each matrix entry, at every real time. The trajectory is given, and the theorem doesn't construct it. The constant `γ` is any real number; decay in the physical sense means $\gamma>0$. In the proof, `hf` is the equation for $m_k$, `hg` is the vanishing derivative, and `is_const_of_deriv_eq_zero` turns that into a constant.

```lean
/-- If `r(t)` solves `dr/dt = γ D(r)` for a spin `J`, then each component `tr(J k r(t))` is
its initial value times `exp(-γ t)`. -/
theorem spin_decay {J : Fin 3 → Matrix n n ℂ} (hJ : IsSpin J) (γ : ℝ)
    (r : ℝ → Matrix n n ℂ)
    (hr : ∀ t a b, HasDerivAt (fun s => r s a b) ((γ : ℂ) * relax J (r t) a b) t)
    (k : Fin 3) (t : ℝ) :
    (J k * r t).trace = Complex.exp (-(γ : ℂ) * t) * (J k * r 0).trace := by
  -- the component obeys a closed linear equation
  have hf : ∀ t, HasDerivAt (fun s => (J k * r s).trace) (-(γ : ℂ) * (J k * r t).trace) t := by
    intro t
    have hv : ∑ a, ∑ b, J k a b * ((γ : ℂ) * relax J (r t) b a)
        = -(γ : ℂ) * (J k * r t).trace := by
      calc _ = (γ : ℂ) * (J k * relax J (r t)).trace := by
            simp only [Matrix.trace, Matrix.diag_apply, Matrix.mul_apply, Finset.mul_sum]
            exact Finset.sum_congr rfl fun a _ => Finset.sum_congr rfl fun b _ => by ring
        _ = _ := by rw [trace_spin_relax hJ]; ring
    have hfun : (fun s => (J k * r s).trace) = fun s => ∑ a, ∑ b, J k a b * r s b a := by
      funext s
      simp only [Matrix.trace, Matrix.diag_apply, Matrix.mul_apply]
    rw [hfun, ← hv]
    exact HasDerivAt.fun_sum fun a _ => HasDerivAt.fun_sum fun b _ =>
      (hr t b a).const_mul (J k a b)
  -- hence its product with `exp(γ t)` is constant
  have hg : ∀ t : ℝ, HasDerivAt
      (fun s : ℝ => Complex.exp ((γ : ℂ) * s) * (J k * r s).trace) 0 t := by
    intro t
    have he : HasDerivAt (fun s : ℝ => Complex.exp ((γ : ℂ) * s))
        (Complex.exp ((γ : ℂ) * t) * γ) t := by
      simpa using ((hasDerivAt_id t).ofReal_comp.const_mul (γ : ℂ)).cexp
    exact (he.fun_mul (hf t)).congr_deriv (by ring)
  have hc := is_const_of_deriv_eq_zero (fun t => (hg t).differentiableAt)
    (fun t => (hg t).deriv) t 0
  simp only [Complex.ofReal_zero, mul_zero, Complex.exp_zero, one_mul] at hc
  rw [← hc, ← mul_assoc, ← Complex.exp_add, neg_mul, neg_add_cancel, Complex.exp_zero, one_mul]
```

Q: Last doubt: does anything familiar satisfy `IsSpin`?

A: Half the Pauli matrices do. The file defines them as `spinHalf` and checks Hermiticity and the three commutators entry by entry. For a single spin-1/2, then, all three components of the polarisation vector shrink by the same factor, and its direction stays fixed.

```lean
/-- The spin-1/2 matrices, half the Pauli matrices. -/
def spinHalf : Fin 3 → Matrix (Fin 2) (Fin 2) ℂ :=
  ![!![0, 1 / 2; 1 / 2, 0], !![0, -Complex.I / 2; Complex.I / 2, 0], !![1 / 2, 0; 0, -1 / 2]]

/-- The spin-1/2 matrices are Hermitian and obey the cyclic relations. -/
theorem spinHalf_witness : IsSpin spinHalf := by
  have h0 : spinHalf 0 = !![0, 1 / 2; 1 / 2, 0] := rfl
  have h1 : spinHalf 1 = !![0, -Complex.I / 2; Complex.I / 2, 0] := rfl
  have h2 : spinHalf 2 = !![1 / 2, 0; 0, -1 / 2] := rfl
  refine ⟨fun i => Matrix.IsHermitian.ext fun a b => ?_, ?_, ?_, ?_⟩
  · fin_cases i <;> fin_cases a <;> fin_cases b <;> simp [spinHalf]
  all_goals
    simp only [bracket, h0, h1, h2, Matrix.mul_fin_two]
    ext a b
    fin_cases a <;> fin_cases b <;> norm_num [Complex.ext_iff]

end

end IsotropicSpinRelaxation
```

```lean
#print axioms IsotropicSpinRelaxation.spin_relaxation
#print axioms IsotropicSpinRelaxation.relax_eq_zero_iff
#print axioms IsotropicSpinRelaxation.spin_decay
```

```
'IsotropicSpinRelaxation.spin_relaxation' depends on axioms: [propext, Classical.choice, Quot.sound]
'IsotropicSpinRelaxation.relax_eq_zero_iff' depends on axioms: [propext, Classical.choice, Quot.sound]
'IsotropicSpinRelaxation.spin_decay' depends on axioms: [propext, Classical.choice, Quot.sound]
```
